# Rotating two orbitals of equal energy leaves their diagonal energy matrix unchanged

When two orbitals have the same energy, any rotation that mixes them gives an equally good pair, still with a diagonal energy matrix. The declaration states this for real 2×2 matrices: for every real energy `a` and angle `θ`, the rotation matrix `R` satisfies `Rᵀ * R = 1`, and `Rᵀ * diagonal (fun _ => a) * R` is again the diagonal matrix with both entries `a`. The energy matrix is simply given, and no Hamiltonian or interaction between electrons enters the statement. The attempt proves orthogonality entry by entry, then writes the energy matrix as `a` times the identity and uses orthogonality to finish.

Lean 4 with Mathlib refuses this proof:

```lean
import Mathlib

open Matrix

namespace CanonicalOrbitalFreedom

/-- For two orbitals of the same energy `a`, the rotation by any angle `θ` is orthogonal and
leaves the diagonal energy matrix unchanged. -/
theorem degenerate_pair_rotates_freely (a θ : ℝ) :
    let R : Matrix (Fin 2) (Fin 2) ℝ :=
      !![Real.cos θ, -Real.sin θ; Real.sin θ, Real.cos θ]
    Rᵀ * R = 1 ∧ Rᵀ * diagonal (fun _ => a) * R = diagonal (fun _ => a) := by
  intro R
  have hR : Rᵀ * R = 1 := by
    ext i j
    fin_cases i <;> fin_cases j <;>
      simp [R, Matrix.mul_apply, Fin.sum_univ_succ] <;>
      first
        | ring
        | linear_combination Real.sin_sq_add_cos_sq θ
  refine ⟨hR, ?_⟩
  rw [← Matrix.smul_one_eq_diagonal, Matrix.mul_smul, Matrix.smul_mul, Matrix.mul_one, hR]

end CanonicalOrbitalFreedom
```

The compiler's answer:

```
Try this:
  [apply] ring_nf
  
  The `ring` tactic failed to close the goal. Use `ring_nf` to obtain a normal form.
    
  Note that `ring` works primarily in *commutative* rings. If you have a noncommutative ring, abelian group or module, consider using `noncomm_ring`, `abel` or `module` instead.
Try this:
  [apply] ring_nf
  
  The `ring` tactic failed to close the goal. Use `ring_nf` to obtain a normal form.
    
  Note that `ring` works primarily in *commutative* rings. If you have a noncommutative ring, abelian group or module, consider using `noncomm_ring`, `abel` or `module` instead.
Main.lean:14:26: error: unsolved goals
case «0».«0»
a θ : ℝ
R : Matrix (Fin 2) (Fin 2) ℝ := !![Real.cos θ, -Real.sin θ; Real.sin θ, Real.cos θ]
⊢ Real.cos θ ^ 2 + Real.sin θ ^ 2 = 1

case «1».«1»
a θ : ℝ
R : Matrix (Fin 2) (Fin 2) ℝ := !![Real.cos θ, -Real.sin θ; Real.sin θ, Real.cos θ]
⊢ Real.sin θ ^ 2 + Real.cos θ ^ 2 = 1
```

Diagnosis. The two unsolved goals are the diagonal entries of `Rᵀ * R = 1`, each asking that the squares of the cosine and sine sum to one. This is a trigonometric identity, which `ring` cannot prove from the laws of commutative rings alone. But when `ring` cannot close a goal, it falls back on `ring_nf`, which here rewrote the goal and counted as a success. The "Try this" messages report that fallback. Since `first` keeps the first alternative that doesn't fail, it never reached `linear_combination`, which had the needed identity.

The repair tries `linear_combination Real.sin_sq_add_cos_sq θ` first, and this closes both diagonal goals. Where that identity doesn't fit, `linear_combination` fails and `first` moves on to `ring1`, which either closes the goal or fails. Either change would have been enough alone, since `ring1` in the original first position would have failed on the diagonal goals and let `linear_combination` run.

This version goes through:

```diff
@@ -17,6 +17,6 @@
       simp [R, Matrix.mul_apply, Fin.sum_univ_succ] <;>
       first
-        | ring
         | linear_combination Real.sin_sq_add_cos_sq θ
+        | ring1
   refine ⟨hR, ?_⟩
   rw [← Matrix.smul_one_eq_diagonal, Matrix.mul_smul, Matrix.smul_mul, Matrix.mul_one, hR]
```
